# A componentwise error bound for the spin-3/2 nuclear quadrupole splitting

For a real symmetric traceless field-gradient tensor `V`, the quadrupole splitting of a spin-3/2 nucleus is √(6 Tr V²), in units of |eQ|/6. The lemma `abs_splitting_sub_le_of_components` says that if two such tensors agree within ε in each Cartesian component, then their splittings differ by at most 4√3 ε. The proof first bounds the difference of the splittings by the splitting of the difference tensor, and then compares squares. The vanishing trace limits the squared diagonal entries of the difference to a sum of 2ε², and the six off-diagonal entries add at most ε² each.

An attempt in Lean 4 with a fault in it:

```lean
import Mathlib

open Matrix

namespace AbsSplittingSubLeOfComponents

noncomputable section

/-- The quantity `√(6 Tr V²)`. For a real symmetric traceless field-gradient tensor `V` it is the
spin-3/2 quadrupole splitting in units of `|eQ|/6`, with `e` the elementary charge and `Q` the
nuclear quadrupole moment. -/
def splitting (V : Matrix (Fin 3) (Fin 3) ℝ) : ℝ := √(6 * (V * V).trace)

/-- The nine Cartesian components of a tensor, listed as a Euclidean vector. -/
def components : Matrix (Fin 3) (Fin 3) ℝ →ₗ[ℝ] EuclideanSpace ℝ (Fin 3 × Fin 3) where
  toFun V := WithLp.toLp 2 fun p => V p.1 p.2
  map_add' _ _ := rfl
  map_smul' _ _ := rfl

variable {V W : Matrix (Fin 3) (Fin 3) ℝ}

/-- The squared splitting of a real symmetric tensor is six times the sum of its squared
components. -/
theorem splitting_sq (hV : V.IsHermitian) :
    splitting V ^ 2 = 6 * ∑ i, ∑ j, V i j ^ 2 := by
  have h : (V * V).trace = ∑ i, ∑ j, V i j ^ 2 := by
    simp only [Matrix.trace, Matrix.diag_apply, Matrix.mul_apply]
    refine Finset.sum_congr rfl fun i _ => Finset.sum_congr rfl fun j _ => ?_
    have hs : V j i = V i j := by simpa using hV.apply i j
    rw [hs, sq]
  rw [splitting, h, Real.sq_sqrt (by positivity)]

/-- The splitting of a real symmetric tensor is `√6` times the Euclidean length of its list of
components. -/
theorem splitting_eq_norm (hV : V.IsHermitian) : splitting V = √6 * ‖components V‖ := by
  have h0 : 0 ≤ splitting V := Real.sqrt_nonneg _
  have hc : ∀ i j, (components V).ofLp (i, j) = V i j := fun _ _ => rfl
  refine (sq_eq_sq₀ h0 (by positivity)).1 ?_
  rw [splitting_sq hV, mul_pow, Real.sq_sqrt (by norm_num), EuclideanSpace.norm_sq_eq,
    Fintype.sum_prod_type]
  simp only [hc, Real.norm_eq_abs, sq_abs]

/-- Stability of the splitting: for real symmetric tensors, two splittings differ by at most the
splitting of the difference tensor. -/
theorem abs_splitting_sub_le (hV : V.IsHermitian) (hW : W.IsHermitian) :
    |splitting V - splitting W| ≤ splitting (V - W) := by
  rw [splitting_eq_norm hV, splitting_eq_norm hW, splitting_eq_norm (hV.sub hW), ← mul_sub,
    abs_mul, abs_of_nonneg (Real.sqrt_nonneg 6), map_sub]
  exact mul_le_mul_of_nonneg_left (abs_norm_sub_norm_le _ _) (Real.sqrt_nonneg 6)

/-- If two real symmetric traceless tensors agree within `ε` in every component, their
splittings agree within `4√3 ε`. -/
theorem abs_splitting_sub_le_of_components {ε : ℝ} (hV : V.IsHermitian) (hW : W.IsHermitian)
    (tV : V.trace = 0) (tW : W.trace = 0) (h : ∀ i j, |V i j - W i j| ≤ ε) :
    |splitting V - splitting W| ≤ 4 * √3 * ε := by
  have hε : 0 ≤ ε := (abs_nonneg _).trans (h 0 0)
  refine (abs_splitting_sub_le hV hW).trans
    ((sq_le_sq₀ (Real.sqrt_nonneg _) (by positivity)).1 ?_)
  -- the vanishing trace limits the diagonal part to `2 ε²`
  have diag : ∀ x y z : ℝ, x + y + z = 0 → |x| ≤ ε → |y| ≤ ε → |z| ≤ ε →
      x ^ 2 + y ^ 2 + z ^ 2 ≤ 2 * ε ^ 2 := by
    intro x y z hs hx hy hz
    obtain ⟨x1, x2⟩ := abs_le.1 hx
    obtain ⟨y1, y2⟩ := abs_le.1 hy
    obtain ⟨z1, z2⟩ := abs_le.1 hz
    obtain rfl : z = -x - y := by linarith
    rcases hε.eq_or_lt with h0 | h0
    · obtain rfl : x = 0 := by linarith
      obtain rfl : y = 0 := by linarith
      nlinarith [sq_nonneg ε]
    · have p1 := mul_nonneg (mul_nonneg (sub_nonneg.2 x2) (sub_nonneg.2 y2)) (sub_nonneg.2 z2)
      have p2 := mul_nonneg (mul_nonneg (neg_le_iff_add_nonneg.1 x1)
        (neg_le_iff_add_nonneg.1 y1)) (neg_le_iff_add_nonneg.1 z1)
      by_contra hlt
      have p3 := mul_pos h0 (sub_pos.2 (not_le.1 hlt))
      nlinarith
  have off : ∀ i j, (V i j - W i j) ^ 2 ≤ ε ^ 2 := fun i j =>
    sq_le_sq.2 ((h i j).trans (le_abs_self ε))
  rw [Matrix.trace_fin_three] at tV tW
  have hd := diag _ _ _ (by linarith) (h 0 0) (h 1 1) (h 2 2)
  rw [splitting_sq (hV.sub hW), mul_pow, mul_pow, Real.sq_sqrt (by norm_num)]
  simp only [Fin.sum_univ_three, Matrix.sub_apply]
  linarith [off 0 1, off 0 2, off 1 0, off 1 2, off 2 0, off 2 1]

end

end AbsSplittingSubLeOfComponents
```

The compiler's answer:

```
Main.lean:81:6: error: Tactic `rewrite` failed: Did not find an occurrence of the pattern
  splitting (V - W) ^ 2
in the target expression
  √(6 * ((V - W) * (V - W)).trace) ^ 2 ≤ (4 * √3 * ε) ^ 2

V W : Matrix (Fin 3) (Fin 3) ℝ
ε : ℝ
hV : V.IsHermitian
hW : W.IsHermitian
tV : V 0 0 + V 1 1 + V 2 2 = 0
tW : W 0 0 + W 1 1 + W 2 2 = 0
h : ∀ (i j : Fin 3), |V i j - W i j| ≤ ε
hε : 0 ≤ ε
diag : ∀ (x y z : ℝ), x + y + z = 0 → |x| ≤ ε → |y| ≤ ε → |z| ≤ ε → x ^ 2 + y ^ 2 + z ^ 2 ≤ 2 * ε ^ 2
off : ∀ (i j : Fin 3), (V i j - W i j) ^ 2 ≤ ε ^ 2
hd : (V 0 0 - W 0 0) ^ 2 + (V 1 1 - W 1 1) ^ 2 + (V 2 2 - W 2 2) ^ 2 ≤ 2 * ε ^ 2
⊢ √(6 * ((V - W) * (V - W)).trace) ^ 2 ≤ (4 * √3 * ε) ^ 2
```

Cause. The message says that `rw [splitting_sq (hV.sub hW)]` looks for `splitting (V - W) ^ 2`, but the goal contains `√(6 * ((V - W) * (V - W)).trace) ^ 2`. The two are equal by the definition of `splitting`, but `rw` looks for the pattern as written and does not unfold an ordinary definition like `splitting` to find it.

The unfolded form came from the earlier `refine`. There `sq_le_sq₀` was given `Real.sqrt_nonneg _`, whose type is about a square root, so the left-hand side was taken to be `√` of something still unknown. Lean then matched this with `splitting (V - W)` by unfolding the definition, and the new goal kept the square root.

The repair first states `h0 : 0 ≤ splitting (V - W)`. `Real.sqrt_nonneg _` still proves it, since Lean unfolds the definition when checking the proof, but the stated type keeps the name `splitting`. With `h0` passed to `sq_le_sq₀`, the goal left by `refine` contains `splitting (V - W) ^ 2`, and the rewrite finds its pattern.

The change, after which it compiles:

```diff
@@ -55,6 +55,6 @@
     |splitting V - splitting W| ≤ 4 * √3 * ε := by
   have hε : 0 ≤ ε := (abs_nonneg _).trans (h 0 0)
-  refine (abs_splitting_sub_le hV hW).trans
-    ((sq_le_sq₀ (Real.sqrt_nonneg _) (by positivity)).1 ?_)
+  have h0 : 0 ≤ splitting (V - W) := Real.sqrt_nonneg _
+  refine (abs_splitting_sub_le hV hW).trans ((sq_le_sq₀ h0 (by positivity)).1 ?_)
   -- the vanishing trace limits the diagonal part to `2 ε²`
   have diag : ∀ x y z : ℝ, x + y + z = 0 → |x| ≤ ε → |y| ≤ ε → |z| ≤ ε →
```
